# Closed-form Hylleraas integrals of $s^a t^b u^c e^{-ks}$ for $k>0$, and the mean repulsion $\langle 1/r_{12}\rangle=5k/16$ in the two-electron density $e^{-ks}$

A variational calculation on an S state of a two-electron atom with a Hylleraas basis starts by filling matrices. Each entry of the overlap matrix, and each entry of the electron-repulsion matrix, is an integral over the positions of both electrons. Each basis function is a monomial in the three coordinates defined below times an exponential in $s$. When all basis functions share one exponential, the product of two of them is again a monomial times an exponential, and the entry can be computed from a closed formula built from a factorial, a power of the decay constant and simple fractions in the exponents.

The coordinates are
$$s=r_1+r_2,\qquad t=|r_1-r_2|,\qquad u=r_{12},$$
where $r_1$ and $r_2$ are the distances of the electrons from the nucleus and $r_{12}$ is the distance between them. The triangle inequality gives the domain $0\le t\le u\le s$. The usual Hylleraas variable is the signed difference $r_1-r_2$. The two choices give the same integral over both electrons when the total power of $t$ is even, as it is between basis functions of the same exchange symmetry; for an odd total power the integral with the signed variable vanishes. The exponents $a,b,c$ are natural numbers, zero included, and $k>0$ is an inverse length that sets the decay of the density.

## The integrand, the domain and the average

```lean
import Mathlib

open MeasureTheory Set

namespace HylleraasIntegrals

noncomputable section
```

The first line loads Mathlib, the mathematical library of Lean. The `open` line lets later lines use short names for integrals and sets, and the `namespace` line puts a common prefix on everything defined below.

```lean
/-- A Hylleraas basis term `s^a t^b u^c exp(-ks)`. -/
def hyTerm (k : ℝ) (a b c : ℕ) (s t u : ℝ) : ℝ :=
  s ^ a * t ^ b * u ^ c * Real.exp (-(k * s))
```

This defines a function. The parameter `k` is a real number (`ℝ`), the exponents `a b c` are natural numbers (`ℕ`), and `s t u` are real. The value is
$$s^a\,t^b\,u^c\,e^{-ks}.$$
Negative powers are excluded by the type of the exponents, so a bare $1/u$ is not a term of this kind. Nothing here requires $k>0$; that condition appears later, in the theorems that need it.

```lean
/-- The integral of `F s t u` over `0 ≤ t ≤ u ≤ s` at a fixed value of `s`. -/
def shell (F : ℝ → ℝ → ℝ → ℝ) (s : ℝ) : ℝ :=
  ∫ u in (0 : ℝ)..s, ∫ t in (0 : ℝ)..u, F s t u
```

For a function $F(s,t,u)$, `shell F s` is the double integral at fixed $s$,
$$\int_0^s\! du\int_0^u\! dt\; F(s,t,u).$$
The notation `∫ t in (0 : ℝ)..u` is an ordinary integral between two limits. The innermost integral is the one over $t$.

```lean
/-- The iterated integral of `F s t u` over the Hylleraas domain `0 ≤ t ≤ u ≤ s`. -/
def hylleraasIntegral (F : ℝ → ℝ → ℝ → ℝ) : ℝ :=
  ∫ s in Ioi (0 : ℝ), shell F s
```

The outer integral runs over `Ioi (0 : ℝ)`, the open half-line $s>0$. The full object is therefore the iterated integral
$$\int_0^\infty\! ds\int_0^s\! du\int_0^u\! dt\; F(s,t,u),$$
with no volume weight included. A weight has to be written into $F$.

```lean
/-- The average of `A` over the two-electron density `exp(-ks)`, with the volume
weight `u (s² - t²)`. -/
def average (k : ℝ) (A : ℝ → ℝ → ℝ → ℝ) : ℝ :=
  hylleraasIntegral (fun s t u => u * (s ^ 2 - t ^ 2) * A s t u * Real.exp (-(k * s))) /
    hylleraasIntegral (fun s t u => u * (s ^ 2 - t ^ 2) * Real.exp (-(k * s)))
```

This is the mean value of $A(s,t,u)$ in the two-electron density $e^{-ks}$:
$$\langle A\rangle=\frac{\int u(s^2-t^2)\,A\,e^{-ks}}{\int u(s^2-t^2)\,e^{-ks}}.$$

The weight $u(s^2-t^2)$ stands for the volume element of the two-electron space. With $\theta$ the angle between the position vectors, $u^2=r_1^2+r_2^2-2r_1r_2\cos\theta$, so $u\,du=r_1r_2\sin\theta\,d\theta$ at fixed $r_1,r_2$. Hence
$$r_1^2r_2^2\sin\theta\,dr_1\,dr_2\,d\theta=r_1r_2\,u\,dr_1\,dr_2\,du ,$$
and $r_1r_2=(s^2-t^2)/4$. The change from $r_1,r_2$ to $s,t$ contributes only a constant, as do the angles that orient the triangle of nucleus and electrons. These constants cancel in the ratio. The Lean code takes the weight as part of the definition and does not derive it from Cartesian coordinates.

## Three integrations, one at a time

```lean
/-- Integration of a Hylleraas term over `t` from `0` to `u`. -/
theorem integral_t (k : ℝ) (a b c : ℕ) (s u : ℝ) :
    ∫ t in (0 : ℝ)..u, hyTerm k a b c s t u =
      s ^ a * Real.exp (-(k * s)) / ((b : ℝ) + 1) * u ^ (b + c + 1) := by
  have h : ∀ t, hyTerm k a b c s t u =
      (s ^ a * u ^ c * Real.exp (-(k * s))) * t ^ b := fun t => by
    unfold hyTerm; ring
  simp only [h]
  rw [intervalIntegral.integral_const_mul, integral_pow, zero_pow (by omega : b + 1 ≠ 0)]
  ring
```

A theorem in Lean has a statement, which ends at `:=`, and a proof, which follows `by`. This statement says
$$\int_0^u s^a t^b u^c e^{-ks}\,dt=\frac{s^a e^{-ks}}{b+1}\,u^{b+c+1}.$$
By hand, everything except $t^b$ is constant, and $\int_0^u t^b\,dt=u^{b+1}/(b+1)$. Multiplying by $u^c$ gives the power $u^{b+c+1}$.

The proof follows the same path. The line `h` reorders the integrand as a constant times $t^b$, `integral_const_mul` takes the constant out, and `integral_pow` integrates the power. The lower limit contributes $0^{b+1}$, which vanishes because $b+1\neq 0$. The tactic `ring` then confirms the remaining algebra.

```lean
/-- Integration of a Hylleraas term over `t` and `u` at fixed `s`. -/
theorem shell_term (k : ℝ) (a b c : ℕ) (s : ℝ) :
    shell (hyTerm k a b c) s =
      s ^ (a + b + c + 2) * Real.exp (-(k * s)) / (((b : ℝ) + 1) * ((b : ℝ) + c + 2)) := by
  have e : (((b + c + 1 : ℕ) : ℝ) + 1) = (b : ℝ) + c + 2 := by push_cast; ring
  unfold shell
  simp only [integral_t]
  rw [intervalIntegral.integral_const_mul, integral_pow,
    zero_pow (by omega : b + c + 1 + 1 ≠ 0), e, sub_zero, div_mul_div_comm]
  congr 1
  ring
```

The next integration is over $u$:
$$\int_0^s \frac{s^a e^{-ks}}{b+1}\,u^{b+c+1}\,du=\frac{s^{a+b+c+2}\,e^{-ks}}{(b+1)(b+c+2)}.$$
The power of $u$ rises by one to $b+c+2$, which also appears in the denominator. Evaluated at $u=s$, it joins $s^a$. The proof inserts the previous theorem under the integral sign with `simp only [integral_t]` and integrates a power a second time. What is left is a single power of $s$ times the exponential.

```lean
/-- For `k > 0`, the radial integral of `s^n exp(-ks)` over the half-line is `n!/k^(n+1)`. -/
theorem integral_pow_exp {k : ℝ} (hk : 0 < k) (n : ℕ) :
    ∫ s in Ioi (0 : ℝ), s ^ n * Real.exp (-(k * s)) =
      (Nat.factorial n : ℝ) / k ^ (n + 1) := by
  have h := Real.integral_rpow_mul_exp_neg_mul_Ioi
    (show (0 : ℝ) < (n : ℝ) + 1 by positivity) hk
  have e : (1 / k) ^ ((n : ℝ) + 1) = (1 / k) ^ (n + 1) := by
    rw [← Real.rpow_natCast, Nat.cast_add, Nat.cast_one]
  rw [Real.Gamma_nat_eq_factorial, e] at h
  simp only [add_sub_cancel_right, Real.rpow_natCast] at h
  rw [h, one_div, inv_pow]
  ring
```

This is the radial integral
$$\int_0^\infty s^n e^{-ks}\,ds=\frac{n!}{k^{n+1}},\qquad k>0.$$
The argument `hk : 0 < k` is the hypothesis that $k$ is positive; anyone who applies the theorem must supply a proof of it. By hand, call the integral $I_n$. Then $I_0=1/k$, and integration by parts gives $I_n=(n/k)\,I_{n-1}$ for $n\ge 1$, because the boundary term vanishes at both ends. Repeating the step leads to $n!/k^{n+1}$.

The Lean proof takes a shorter route through a Mathlib theorem that expresses the integral by the Gamma function, and then uses $\Gamma(n+1)=n!$. That theorem is stated for real exponents, so some lines translate real powers into natural ones.

## The closed form and its convergence

```lean
/-- The closed form of the Hylleraas integral of `s^a t^b u^c exp(-ks)`, for `k > 0`. -/
theorem hylleraas_integral_term {k : ℝ} (hk : 0 < k) (a b c : ℕ) :
    hylleraasIntegral (hyTerm k a b c) =
      (Nat.factorial (a + b + c + 2) : ℝ) /
        (((b : ℝ) + 1) * ((b : ℝ) + c + 2) * k ^ (a + b + c + 3)) := by
  unfold hylleraasIntegral
  simp only [shell_term]
  rw [integral_div, integral_pow_exp hk, div_div]
  congr 1
  ring
```

Setting $n=a+b+c+2$ in the radial integral and keeping the denominators from the first two integrations gives
$$\int_0^\infty\! ds\int_0^s\! du\int_0^u\! dt\; s^a t^b u^c e^{-ks}=\frac{(a+b+c+2)!}{(b+1)(b+c+2)\,k^{a+b+c+3}}.$$
The proof does just this: `shell_term` replaces the two inner integrals, `integral_div` takes out the constant denominator, and `integral_pow_exp` evaluates the rest.

In the smallest case, $a=b=c=0$, the inner integrals give the area $s^2/2$ of the triangle $0\le t\le u\le s$. The outer integral is then $\tfrac12\cdot 2/k^3=1/k^3$, in agreement with the formula.

```lean
/-- For `k > 0`, the outer integral over `s` of a Hylleraas term converges. -/
theorem shell_integrable {k : ℝ} (hk : 0 < k) (a b c : ℕ) :
    IntegrableOn (shell (hyTerm k a b c)) (Ioi 0) := by
  by_contra h
  -- a divergent integral would have been assigned the value zero
  have z : hylleraasIntegral (hyTerm k a b c) = 0 := integral_undef h
  rw [hylleraas_integral_term hk] at z
  have p : 0 < (Nat.factorial (a + b + c + 2) : ℝ) /
      (((b : ℝ) + 1) * ((b : ℝ) + c + 2) * k ^ (a + b + c + 3)) := by positivity
  exact p.ne' z
```

Here the statement is that the outer integral converges: `IntegrableOn` says that the function of $s$ left after the inner integrations is integrable on the half-line. The inner integrals raise no such question, since they have continuous integrands on bounded intervals.

The theorem is worth stating because Lean gives every integral a value, and a divergent one receives the value zero. The proof turns this convention to its advantage. It supposes that the integral diverges (`by_contra h`), so that its value is zero (`integral_undef`). The closed form, however, is strictly positive, which the tactic `positivity` checks factor by factor. This is a contradiction, so the integral converges.

The same convention shows what goes wrong without $k>0$. Take $k=-1$ and $a=b=c=0$. The remaining integrand is $\tfrac12 s^2e^{s}$, whose integral diverges and is assigned zero, whereas the formula would give $2/(2\cdot(-1)^3)=-1$. Both the closed form and the convergence statement are then false.

## The factor $s^2-t^2$

```lean
/-- The closed form of the Hylleraas integral of `(s² - t²) s^a t^b u^c exp(-ks)`, for `k > 0`. -/
theorem hylleraas_integral_weighted {k : ℝ} (hk : 0 < k) (a b c : ℕ) :
    hylleraasIntegral (fun s t u => (s ^ 2 - t ^ 2) * hyTerm k a b c s t u) =
      (Nat.factorial (a + b + c + 4) : ℝ) / k ^ (a + b + c + 5) *
        (1 / (((b : ℝ) + 1) * ((b : ℝ) + c + 2)) -
          1 / (((b : ℝ) + 3) * ((b : ℝ) + c + 4))) := by
  have w : ∀ s, shell (fun s t u => (s ^ 2 - t ^ 2) * hyTerm k a b c s t u) s =
      s ^ (a + b + c + 4) * Real.exp (-(k * s)) *
        (1 / (((b : ℝ) + 1) * ((b : ℝ) + c + 2)) -
          1 / (((b : ℝ) + 3) * ((b : ℝ) + c + 4))) := by
    intro s
    -- the weight splits the term into two monomials
    have h : ∀ u, ∫ t in (0 : ℝ)..u, (s ^ 2 - t ^ 2) * hyTerm k a b c s t u =
        (∫ t in (0 : ℝ)..u, hyTerm k (a + 2) b c s t u) -
          ∫ t in (0 : ℝ)..u, hyTerm k a (b + 2) c s t u := by
      intro u
      rw [← intervalIntegral.integral_sub]
      · refine intervalIntegral.integral_congr fun t _ => ?_
        simp only [hyTerm]
        ring
      · exact Continuous.intervalIntegrable (by unfold hyTerm; fun_prop) _ _
      · exact Continuous.intervalIntegrable (by unfold hyTerm; fun_prop) _ _
    have i : ∀ a b c : ℕ, IntervalIntegrable
        (fun u => ∫ t in (0 : ℝ)..u, hyTerm k a b c s t u) volume 0 s := by
      intro a b c
      simp only [integral_t]
      exact Continuous.intervalIntegrable (by fun_prop) _ _
    have e1 := shell_term k (a + 2) b c s
    have e2 := shell_term k a (b + 2) c s
    have c1 : (((b + 2 : ℕ) : ℝ) + 1) = (b : ℝ) + 3 := by push_cast; ring
    have c2 : (((b + 2 : ℕ) : ℝ) + c + 2) = (b : ℝ) + c + 4 := by push_cast; ring
    rw [show a + 2 + b + c + 2 = a + b + c + 4 by omega] at e1
    rw [show a + (b + 2) + c + 2 = a + b + c + 4 by omega, c1, c2] at e2
    simp only [shell] at e1 e2 ⊢
    simp only [h]
    rw [intervalIntegral.integral_sub (i _ _ _) (i _ _ _), e1, e2]
    ring
  unfold hylleraasIntegral
  simp only [w]
  rw [integral_mul_const, integral_pow_exp hk]
```

Matrix elements carry the volume weight, so the factor $s^2-t^2$ has to be included. Multiplied into a monomial, it gives a difference of two monomials:
$$(s^2-t^2)\,s^a t^b u^c=s^{a+2}t^b u^c-s^a t^{b+2}u^c .$$
Apply the result at fixed $s$ to each part. In the first, $a$ becomes $a+2$; in the second, $b$ becomes $b+2$. Both produce the same power $s^{a+b+c+4}$, and only the denominators differ:
$$s^{a+b+c+4}e^{-ks}\left[\frac{1}{(b+1)(b+c+2)}-\frac{1}{(b+3)(b+c+4)}\right].$$
The radial integral then gives
$$\frac{(a+b+c+4)!}{k^{a+b+c+5}}\left[\frac{1}{(b+1)(b+c+2)}-\frac{1}{(b+3)(b+c+4)}\right].$$

In the proof, `w` is the formula at fixed $s$. The step `h` splits the integral over $t$. Splitting an integral of a difference requires each part to be integrable, which holds here by continuity. The step `i` supplies the same condition for the integral over $u$. The facts `e1` and `e2` are the two instances of `shell_term`, and the last line performs the integration over $s$.

The remaining factor $u$ of the volume weight raises $c$ by one. An overlap entry with total exponents $a,b,c$ is thus this formula with $c+1$ in place of $c$, up to the common constant factor $2\pi^2$, which combines $8\pi^2$ from the angles with the $1/4$ in $r_1r_2=(s^2-t^2)/4$; the Jacobian $1/2$ of the change from $r_1,r_2$ to $s,t$ cancels against the factor $2$ from the two signs of $r_1-r_2$. In a repulsion entry, the $1/u$ removes that extra power again.

## The norm and the mean repulsion

```lean
/-- For `k > 0` and with the volume weight `u (s² - t²)`, the integral of `exp(-ks)` is `32/k⁶`. -/
theorem normalisation {k : ℝ} (hk : 0 < k) :
    hylleraasIntegral (fun s t u => u * (s ^ 2 - t ^ 2) * Real.exp (-(k * s))) =
      32 / k ^ 6 := by
  have e : (fun s t u : ℝ => u * (s ^ 2 - t ^ 2) * Real.exp (-(k * s))) =
      fun s t u => (s ^ 2 - t ^ 2) * hyTerm k 0 0 1 s t u := by
    funext s t u
    simp only [hyTerm]
    ring
  have f : Nat.factorial (0 + 0 + 1 + 4) = 120 := rfl
  rw [e, hylleraas_integral_weighted hk, f]
  push_cast
  ring
```

For the density $e^{-ks}$ itself, the weight $u$ is the monomial with exponents $0,0,1$. The formula gives
$$\frac{5!}{k^6}\left[\frac{1}{1\cdot 3}-\frac{1}{3\cdot 5}\right]=\frac{120}{k^6}\cdot\frac{4}{15}=\frac{32}{k^6}.$$
The proof rewrites the integrand in this form (`e`), evaluates the factorial (`f`), and leaves the arithmetic to `ring`. The value $32/k^6$ is the norm integral without the constant factor $2\pi^2$.

```lean
/-- For `k > 0`, the average of the electron repulsion `1/u` over the density `exp(-ks)` is `5k/16`.
-/
theorem average_repulsion {k : ℝ} (hk : 0 < k) :
    average k (fun _ _ u => 1 / u) = 5 * k / 16 := by
  have e : ∀ s u : ℝ,
      ∫ t in (0 : ℝ)..u, u * (s ^ 2 - t ^ 2) * (1 / u) * Real.exp (-(k * s)) =
        ∫ t in (0 : ℝ)..u, (s ^ 2 - t ^ 2) * hyTerm k 0 0 0 s t u := by
    intro s u
    rcases eq_or_ne u 0 with rfl | hu
    · simp
    · -- away from coalescence the volume weight cancels the Coulomb singularity
      refine intervalIntegral.integral_congr fun t _ => ?_
      have h1 : u * (1 / u) = 1 := mul_one_div_cancel hu
      simp only [hyTerm]
      linear_combination (s ^ 2 - t ^ 2) * Real.exp (-(k * s)) * h1
  have key : hylleraasIntegral
      (fun s t u => u * (s ^ 2 - t ^ 2) * (1 / u) * Real.exp (-(k * s))) = 10 / k ^ 5 := by
    have h : hylleraasIntegral
        (fun s t u => u * (s ^ 2 - t ^ 2) * (1 / u) * Real.exp (-(k * s))) =
        hylleraasIntegral (fun s t u => (s ^ 2 - t ^ 2) * hyTerm k 0 0 0 s t u) := by
      simp only [hylleraasIntegral, shell, e]
    have f : Nat.factorial (0 + 0 + 0 + 4) = 24 := rfl
    rw [h, hylleraas_integral_weighted hk, f]
    push_cast
    ring
  unfold average
  rw [key, normalisation hk, div_div_div_eq,
    div_eq_div_iff (by positivity) (by positivity)]
  ring

end

end HylleraasIntegrals
```

The notation `fun _ _ u => 1 / u` is the function that ignores $s$ and $t$ and returns $1/u$, the Coulomb repulsion in atomic units. The theorem says
$$\left\langle \frac1u\right\rangle=\frac{5k}{16}.$$

By hand, the weight cancels the singularity, since $u\cdot(1/u)=1$ for $u\neq 0$. The numerator is then the weighted formula with exponents $0,0,0$:
$$\frac{4!}{k^5}\left[\frac{1}{1\cdot 2}-\frac{1}{3\cdot 4}\right]=\frac{24}{k^5}\cdot\frac{5}{12}=\frac{10}{k^5}.$$
Dividing by the norm gives
$$\frac{10/k^5}{32/k^6}=\frac{10k}{32}=\frac{5k}{16}.$$

The step `e` in the proof performs the cancellation and treats two cases. At $u=0$ the electrons coincide, but the interval of integration $0\le t\le u$ has zero length, so both sides vanish. For $u\neq0$, the tactic `linear_combination` multiplies the identity $u\cdot(1/u)=1$ by $(s^2-t^2)e^{-ks}$ to match the integrands. The step `key` records the numerator $10/k^5$, and the closing lines carry out the division.

For the one-parameter trial function $e^{-\zeta(r_1+r_2)}$ of a helium-like ion, which contains no explicit correlation, the density has $k=2\zeta$, and the mean repulsion is $5\zeta/8$ hartree.

```lean
#print axioms HylleraasIntegrals.shell_integrable
-- 'HylleraasIntegrals.shell_integrable' depends on axioms: [propext, Classical.choice, Quot.sound]
#print axioms HylleraasIntegrals.hylleraas_integral_weighted
-- 'HylleraasIntegrals.hylleraas_integral_weighted' depends on axioms: [propext, Classical.choice, Quot.sound]
#print axioms HylleraasIntegrals.average_repulsion
-- 'HylleraasIntegrals.average_repulsion' depends on axioms: [propext, Classical.choice, Quot.sound]
```
